# An adiabatic bound on the transition amplitude of a driven two-state system

A two-state system has instantaneous energies $W(t)$ and $-W(t)$, with $W>0$ and $\hbar=1$, so the gap is $2W$. Its adiabatic states have amplitudes $a$ and $b$, and the motion of these states couples them at a real rate $q(t)$, which is not a coordinate here. The system starts in the upper state, and the question is how large $|b(T)|$ can become.

```lean
import Mathlib

open Set
open Complex (I)

namespace AdiabaticBound

noncomputable section
```

The amplitudes obey

$$a'=-iWa+qb,\qquad b'=iWb-qa .$$

`AdiabaticEvolution` demands these equations on the open interval $(0,T)$ and continuity of $a$ and $b$ on $[0,T]$.

```lean
/-- The amplitudes `a`, `b` of the adiabatic states with energies `W` and `-W` evolve on `[0, T]`
under the real nonadiabatic coupling `q` (units with `ℏ = 1`). -/
structure AdiabaticEvolution (W q : ℝ → ℝ) (a b : ℝ → ℂ) (T : ℝ) : Prop where
  cont_a : ContinuousOn a (Icc 0 T)
  cont_b : ContinuousOn b (Icc 0 T)
  deriv_a : ∀ t ∈ Ioo 0 T, HasDerivAt a (-I * W t * a t + q t * b t) t
  deriv_b : ∀ t ∈ Ioo 0 T, HasDerivAt b (I * W t * b t - q t * a t) t
```

The small quantity in a slow process is $g=q/W$, called `couplingRatio`.

```lean
/-- The ratio `g = q / W` of nonadiabatic coupling to adiabatic energy, meaningful where
`W` is nonzero. -/
def couplingRatio (W q : ℝ → ℝ) (t : ℝ) : ℝ := q t / W t
```

With a phase $\varphi$ satisfying $\varphi'=W$, define the dressed amplitude

$$D=e^{-i\varphi}(2b+iga).$$

```lean
/-- The dressed amplitude `exp(-iφ) (2 b + i g a)`, where `g = q / W` and `W` is nonzero. -/
def dressed (W q φ : ℝ → ℝ) (a b : ℝ → ℂ) (t : ℝ) : ℂ :=
  Complex.exp (((-φ t : ℝ) : ℂ) * I) * (2 * b t + I * couplingRatio W q t * a t)
```

## The amplitude equations from a diabatic Hamiltonian

Let the diabatic amplitudes $u,v$ obey

$$iu'=W(\cos2\theta\,u+\sin2\theta\,v),\qquad iv'=W(\sin2\theta\,u-\cos2\theta\,v).$$

Set $a=\cos\theta\,u+\sin\theta\,v$ and $b=-\sin\theta\,u+\cos\theta\,v$. Differentiating the coefficients gives $\theta'b$ in $a'$ and $-\theta'a$ in $b'$. In the remaining terms,

$$\cos\theta\cos2\theta+\sin\theta\sin2\theta=\cos\theta,\qquad \cos\theta\sin2\theta-\sin\theta\cos2\theta=\sin\theta,$$

which leaves $-iWa$ in $a'$ and, in the same way, $iWb$ in $b'$. Hence $q=\theta'$.

The theorem states this at a single time, where `W` and `ω` are numbers and `ω` is $\theta'$. Lean expands the double angles and closes with $\cos^2\theta+\sin^2\theta=1$.

```lean
/-- Let `u`, `v` obey the Schrödinger equation with the diabatic Hamiltonian
`W [[cos 2θ, sin 2θ], [sin 2θ, -cos 2θ]]`. Rotated through the mixing angle `θ`, they obey the
adiabatic amplitude equations with coupling equal to the rate of change of `θ`. -/
theorem adiabatic_frame {W ω t : ℝ} {θ : ℝ → ℝ} {u v : ℝ → ℂ} (hθ : HasDerivAt θ ω t)
    (hu : HasDerivAt u
      (-I * (W * (Real.cos (2 * θ t) * u t + Real.sin (2 * θ t) * v t))) t)
    (hv : HasDerivAt v
      (-I * (W * (Real.sin (2 * θ t) * u t - Real.cos (2 * θ t) * v t))) t) :
    HasDerivAt (fun s => (Real.cos (θ s) : ℂ) * u s + (Real.sin (θ s) : ℂ) * v s)
      (-I * W * (Real.cos (θ t) * u t + Real.sin (θ t) * v t)
        + ω * (-Real.sin (θ t) * u t + Real.cos (θ t) * v t)) t ∧
    HasDerivAt (fun s => -(Real.sin (θ s) : ℂ) * u s + (Real.cos (θ s) : ℂ) * v s)
      (I * W * (-Real.sin (θ t) * u t + Real.cos (θ t) * v t)
        - ω * (Real.cos (θ t) * u t + Real.sin (θ t) * v t)) t := by
  have hc := hθ.cos.ofReal_comp
  have hs := hθ.sin.ofReal_comp
  have hcs : (Real.cos (θ t) : ℂ) ^ 2 + (Real.sin (θ t) : ℂ) ^ 2 = 1 := by
    exact_mod_cast Real.cos_sq_add_sin_sq (θ t)
  rw [Real.cos_two_mul, Real.sin_two_mul] at hu hv
  constructor
  · refine ((hc.fun_mul hu).fun_add (hs.fun_mul hv)).congr_deriv ?_
    simp only [Complex.ofReal_mul, Complex.ofReal_neg, Complex.ofReal_sub, Complex.ofReal_pow,
      Complex.ofReal_one, Complex.ofReal_ofNat]
    linear_combination (-2 * I * W * Real.cos (θ t) * u t) * hcs
  · refine ((hs.fun_neg.fun_mul hu).fun_add (hc.fun_mul hv)).congr_deriv ?_
    simp only [Complex.ofReal_mul, Complex.ofReal_neg, Complex.ofReal_sub, Complex.ofReal_pow,
      Complex.ofReal_one, Complex.ofReal_ofNat]
    linear_combination (2 * I * W * Real.cos (θ t) * v t) * hcs
```

The reduction of a real molecule to two electronic states along a prescribed nuclear path is assumed.

## Conservation of population

Since $W$ and $q$ are real,

$$\frac{d}{dt}\left(|a|^2+|b|^2\right)=2q\,\mathrm{Re}(a^*b)-2q\,\mathrm{Re}(b^*a)=0 .$$

Lean expands real and imaginary parts, then integrates the zero derivative from $0$ to $t$. With $a(0)=1$ and $b(0)=0$, both $|a|$ and $|b|$ stay at most one.

```lean
/-- If `a`, `b` satisfy `AdiabaticEvolution` on `[0, T]`, the total population of the two adiabatic
states at each time in `[0, T]` equals its initial value. -/
theorem population_conserved {W q : ℝ → ℝ} {a b : ℝ → ℂ} {T t : ℝ}
    (h : AdiabaticEvolution W q a b T) (ht : t ∈ Icc 0 T) :
    ‖a t‖ ^ 2 + ‖b t‖ ^ 2 = ‖a 0‖ ^ 2 + ‖b 0‖ ^ 2 := by
  have hsub : Icc 0 t ⊆ Icc 0 T := Icc_subset_Icc_right ht.2
  have hd : ∀ s ∈ Ioo 0 t, HasDerivAt (fun s => ‖a s‖ ^ 2 + ‖b s‖ ^ 2) 0 s := by
    intro s hs
    have hs' : s ∈ Ioo 0 T := ⟨hs.1, hs.2.trans_le ht.2⟩
    refine ((h.deriv_a s hs').norm_sq.fun_add (h.deriv_b s hs').norm_sq).congr_deriv ?_
    simp only [Complex.inner, Complex.mul_re, Complex.mul_im, Complex.add_re, Complex.add_im,
      Complex.sub_re, Complex.sub_im, Complex.neg_re, Complex.neg_im, Complex.I_re,
      Complex.I_im, Complex.ofReal_re, Complex.ofReal_im, Complex.conj_re, Complex.conj_im]
    ring
  have key := intervalIntegral.integral_eq_sub_of_hasDerivAt_of_le ht.1
    (((h.cont_a.mono hsub).norm.pow 2).add ((h.cont_b.mono hsub).norm.pow 2)) hd
    (continuous_const.intervalIntegrable _ _)
  simp only [intervalIntegral.integral_zero, Pi.add_apply, Pi.pow_apply] at key
  linarith
```

## Cancellation of the fast terms

The product rule gives

$$D'=e^{-i\varphi}\left[-iW(2b+iga)+2(iWb-qa)+ig'a+ig(-iWa+qb)\right].$$

The terms in $Wb$ cancel. The terms $2Wga-2qa$ cancel because $q=gW$. What remains is

$$D'=e^{-i\varphi}\,i\,(g'a+gqb).$$

This is integration by parts in differential form. In Lean, `hr` is the relation $q=gW$, and the final `linear_combination` uses it together with $i^2=-1$.

```lean
/-- Let `a`, `b` obey the amplitude equations at time `t`, where `W` is nonzero, the phase `φ` has
derivative `W` and `g = q / W` has derivative `g'`. Then the derivative of the dressed amplitude at
`t` is `g' a + g q b` times a phase factor. -/
theorem dressed_hasDerivAt {W q φ : ℝ → ℝ} {a b : ℝ → ℂ} {t g' : ℝ} (hW : W t ≠ 0)
    (hφ : HasDerivAt φ (W t) t) (hg : HasDerivAt (couplingRatio W q) g' t)
    (ha : HasDerivAt a (-I * W t * a t + q t * b t) t)
    (hb : HasDerivAt b (I * W t * b t - q t * a t) t) :
    HasDerivAt (dressed W q φ a b) (Complex.exp (((-φ t : ℝ) : ℂ) * I) *
      (I * (g' * a t + couplingRatio W q t * q t * b t))) t := by
  have hr : (q t : ℂ) = couplingRatio W q t * W t := by
    have : q t = couplingRatio W q t * W t := (div_mul_cancel₀ (q t) hW).symm
    exact_mod_cast this
  have he : HasDerivAt (fun s => Complex.exp (((-φ s : ℝ) : ℂ) * I))
      (Complex.exp (((-φ t : ℝ) : ℂ) * I) * (((-W t : ℝ) : ℂ) * I)) t :=
    (hφ.fun_neg.ofReal_comp.mul_const I).cexp
  refine (he.fun_mul ((hb.const_mul 2).fun_add
    ((hg.ofReal_comp.const_mul I).fun_mul ha))).congr_deriv ?_
  simp only [Complex.ofReal_neg]
  generalize Complex.exp (-(φ t : ℂ) * I) = E
  -- the fast terms cancel because `q = g W`
  linear_combination (-2 * W t * couplingRatio W q t * E * a t) * Complex.I_sq
    - 2 * E * a t * hr
```

## The bound

Integrating $D'$ and using $|a|,|b|\le1$ gives

$$|D(T)|\le|D(0)|+\int_0^T(|g'|+|gq|)\,dt,\qquad |D(0)|=|g(0)|.$$

Since $2b(T)=e^{i\varphi(T)}D(T)-ig(T)a(T)$, the triangle inequality yields

$$2|b(T)|\le|g(0)|+|g(T)|+\int_0^T(|g'|+|gq|)\,dt .$$

The theorem assumes $T\ge0$, continuous $W>0$ and $q$ on $[0,T]$, and a function `g'` that is continuous there and is the derivative of $g$ inside. No separate derivative of $q$ is required.

The proof first builds $\varphi$ as an integral of $W$, extended by its end values outside $[0,T]$. Then `key` integrates $D'$, `hJ` bounds the integral, and `htri` separates $b(T)$ from $D(T)$.

```lean
/-- Adiabatic bound: for continuous `W > 0` and `q`, and `g = q / W` with continuous derivative
`g'`, a system started in the state of energy `W` has at time `T` an amplitude `b` in the other
state bounded by the end values of `g` and the integral of `|g'| + |g q|`. -/
theorem adiabatic_bound {W q g' : ℝ → ℝ} {a b : ℝ → ℂ} {T : ℝ} (hT : 0 ≤ T)
    (hW : ContinuousOn W (Icc 0 T)) (hpos : ∀ t ∈ Icc 0 T, 0 < W t)
    (hq : ContinuousOn q (Icc 0 T)) (hg' : ContinuousOn g' (Icc 0 T))
    (hg : ∀ t ∈ Ioo 0 T, HasDerivAt (couplingRatio W q) (g' t) t)
    (h : AdiabaticEvolution W q a b T) (ha0 : a 0 = 1) (hb0 : b 0 = 0) :
    2 * ‖b T‖ ≤ |couplingRatio W q 0| + |couplingRatio W q T|
      + ∫ t in (0 : ℝ)..T, (|g' t| + |couplingRatio W q t * q t|) := by
  -- the dynamical phase
  obtain ⟨φ, hφc, hφ⟩ : ∃ φ : ℝ → ℝ, Continuous φ ∧
      ∀ t ∈ Icc 0 T, HasDerivAt φ (W t) t := by
    have hV : Continuous (fun t => W (max 0 (min T t))) :=
      hW.comp_continuous (by fun_prop)
        (fun t => ⟨le_max_left _ _, max_le hT (min_le_left _ _)⟩)
    have hd := fun t => (hV.integral_hasStrictDerivAt 0 t).hasDerivAt
    refine ⟨fun t => ∫ s in (0 : ℝ)..t, W (max 0 (min T s)),
      continuous_iff_continuousAt.2 fun t => (hd t).continuousAt, fun t ht => ?_⟩
    refine (hd t).congr_deriv ?_
    rw [min_eq_right ht.2, max_eq_right ht.1]
  have hgc : ContinuousOn (couplingRatio W q) (Icc 0 T) :=
    hq.div hW fun t ht => (hpos t ht).ne'
  have hE : Continuous (fun s => Complex.exp (((-φ s : ℝ) : ℂ) * I)) := by fun_prop
  have hgC := Complex.continuous_ofReal.comp_continuousOn hgc
  have hF : ContinuousOn (dressed W q φ a b) (Icc 0 T) :=
    hE.continuousOn.mul ((continuousOn_const.mul h.cont_b).add
      ((continuousOn_const.mul hgC).mul h.cont_a))
  have hD : ContinuousOn (fun t => Complex.exp (((-φ t : ℝ) : ℂ) * I) *
      (I * (g' t * a t + couplingRatio W q t * q t * b t))) (Icc 0 T) :=
    hE.continuousOn.mul (continuousOn_const.mul
      (((Complex.continuous_ofReal.comp_continuousOn hg').mul h.cont_a).add
        ((hgC.mul (Complex.continuous_ofReal.comp_continuousOn hq)).mul h.cont_b)))
  have hDi := hD.intervalIntegrable_of_Icc (μ := MeasureTheory.volume) hT
  have hR : ContinuousOn (fun t => |g' t| + |couplingRatio W q t * q t|) (Icc 0 T) :=
    hg'.abs.add (hgc.mul hq).abs
  have hone : ∀ t ∈ Icc 0 T, ‖a t‖ ≤ 1 ∧ ‖b t‖ ≤ 1 := by
    intro t ht
    have hp := population_conserved h ht
    rw [ha0, hb0, norm_one, norm_zero] at hp
    constructor
    · nlinarith [sq_nonneg ‖b t‖, norm_nonneg (a t)]
    · nlinarith [sq_nonneg ‖a t‖, norm_nonneg (b t)]
  -- integrate the derivative of the dressed amplitude
  have key := intervalIntegral.integral_eq_sub_of_hasDerivAt_of_le hT hF
    (fun t ht => dressed_hasDerivAt (hpos t (Ioo_subset_Icc_self ht)).ne'
      (hφ t (Ioo_subset_Icc_self ht)) (hg t ht) (h.deriv_a t ht) (h.deriv_b t ht)) hDi
  have hJ := (intervalIntegral.norm_integral_le_integral_norm hT).trans
    (intervalIntegral.integral_mono_on hT hDi.norm (hR.intervalIntegrable_of_Icc hT) (by
      intro t ht
      obtain ⟨h1, h2⟩ := hone t ht
      rw [norm_mul, Complex.norm_exp_ofReal_mul_I, one_mul, norm_mul, Complex.norm_I, one_mul]
      refine (norm_add_le _ _).trans ?_
      simp only [norm_mul, Complex.norm_real, Real.norm_eq_abs, abs_mul]
      exact add_le_add (mul_le_of_le_one_right (abs_nonneg _) h1)
        (mul_le_of_le_one_right (by positivity) h2)))
  rw [key] at hJ
  have hn : ∀ t, ‖dressed W q φ a b t‖ = ‖2 * b t + I * couplingRatio W q t * a t‖ := by
    intro t
    rw [dressed, norm_mul, Complex.norm_exp_ofReal_mul_I, one_mul]
  have h0 : ‖dressed W q φ a b 0‖ = |couplingRatio W q 0| := by
    rw [hn, ha0, hb0, mul_zero, zero_add, mul_one, norm_mul, Complex.norm_I, one_mul,
      Complex.norm_real, Real.norm_eq_abs]
  have hga : ‖I * couplingRatio W q T * a T‖ ≤ |couplingRatio W q T| := by
    rw [norm_mul, norm_mul, Complex.norm_I, one_mul, Complex.norm_real, Real.norm_eq_abs]
    exact mul_le_of_le_one_right (abs_nonneg _) (hone T ⟨hT, le_rfl⟩).1
  have htri := norm_sub_le (2 * b T + I * couplingRatio W q T * a T)
    (I * couplingRatio W q T * a T)
  rw [add_sub_cancel_right, norm_mul, Complex.norm_ofNat, ← hn] at htri
  have hdiff := norm_sub_norm_le (dressed W q φ a b T) (dressed W q φ a b 0)
  linarith
```

## Slower sweeps

Let the Hamiltonian depend on physical time only through $s=t/\tau$. In the variable $s$ the energy becomes $\tau W$, while $q=d\theta/ds$ is unchanged. Then $g$ and $g'$ are divided by $\tau$, and so is every term of the bound. The theorem starts from the rescaled equations, so its `T` is the scaled duration.

```lean
/-- Quantitative adiabatic theorem: under the conditions of `adiabatic_bound` on `W`, `q`,
`g = q / W` and the initial amplitudes, if the energy in the amplitude equations is `τ W` with
`τ > 0`, the bound on the transition amplitude is divided by `τ`. -/
theorem slow_sweep_bound {W q g' : ℝ → ℝ} {a b : ℝ → ℂ} {T τ : ℝ} (hT : 0 ≤ T) (hτ : 0 < τ)
    (hW : ContinuousOn W (Icc 0 T)) (hpos : ∀ t ∈ Icc 0 T, 0 < W t)
    (hq : ContinuousOn q (Icc 0 T)) (hg' : ContinuousOn g' (Icc 0 T))
    (hg : ∀ t ∈ Ioo 0 T, HasDerivAt (couplingRatio W q) (g' t) t)
    (h : AdiabaticEvolution (fun t => τ * W t) q a b T) (ha0 : a 0 = 1) (hb0 : b 0 = 0) :
    2 * ‖b T‖ ≤ (|couplingRatio W q 0| + |couplingRatio W q T|
      + ∫ t in (0 : ℝ)..T, (|g' t| + |couplingRatio W q t * q t|)) / τ := by
  have hr : couplingRatio (fun t => τ * W t) q = fun t => couplingRatio W q t / τ := by
    funext t
    simp only [couplingRatio]
    rw [div_div, mul_comm (W t)]
  have key := adiabatic_bound (W := fun t => τ * W t) (g' := fun t => g' t / τ) hT
    (continuousOn_const.mul hW)
    (fun t ht => mul_pos hτ (hpos t ht)) hq (hg'.div_const τ)
    (fun t ht => by rw [hr]; exact (hg t ht).div_const τ) h ha0 hb0
  have hi : ∀ t, |g' t / τ| + |couplingRatio W q t / τ * q t|
      = (|g' t| + |couplingRatio W q t * q t|) / τ := by
    intro t
    rw [div_mul_eq_mul_div, abs_div, abs_div, abs_of_pos hτ, add_div]
  simp only [hr, hi, intervalIntegral.integral_div] at key
  rw [abs_div, abs_div, abs_of_pos hτ] at key
  rw [add_div, add_div]
  exact key
```

For a two-state model of an avoided crossing, swept over a fixed finite range, this limits the nonadiabatic transition probability to order $1/\tau^2$. That order is in general the true one, because nonzero end values of $g$ leave an amplitude of order $1/\tau$. The exponentially small Landau–Zener probability belongs to an infinite linear sweep, where $g$ vanishes at both ends.

## A constant coupling with numbers

For $W=4$ and $q=3$ the solution is

$$a=\cos5t-\tfrac45i\sin5t,\qquad b=-\tfrac35\sin5t .$$

Here $g=3/4$, $g'=0$ and $gq=9/4$, so the bound reads $|b(T)|\le\tfrac34+\tfrac98T$. At $T=0.1$ it gives $0.8625$, while the exact value is $0.6\sin0.5\approx0.288$. With $\tau=10$ and the same scaled duration, the bound falls to $0.08625$ and the exact value is about $0.057$.

The last theorem checks the solution for $\tau=1$, its initial values and $g'=0$.

```lean
/-- For `W = 4` and `q = 3`, explicit amplitudes oscillating at frequency `5` solve the
amplitude equations with `a(0) = 1` and `b(0) = 0`, and `q / W` has derivative zero. -/
theorem adiabatic_bound_witness (T : ℝ) :
    AdiabaticEvolution (fun _ => 4) (fun _ => 3)
      (fun t => (Real.cos (5 * t) : ℂ) - 4 / 5 * I * (Real.sin (5 * t) : ℂ))
      (fun t => -(3 / 5) * (Real.sin (5 * t) : ℂ)) T ∧
    (Real.cos (5 * 0) : ℂ) - 4 / 5 * I * (Real.sin (5 * 0) : ℂ) = 1 ∧
    -(3 / 5) * (Real.sin (5 * 0) : ℂ) = 0 ∧
    ∀ t, HasDerivAt (couplingRatio (fun _ => 4) (fun _ => 3)) 0 t := by
  have h5 : ∀ t : ℝ, HasDerivAt (fun s : ℝ => 5 * s) 5 t := fun t => by
    simpa using (hasDerivAt_id t).const_mul (5 : ℝ)
  refine ⟨⟨?_, ?_, fun t _ => ?_, fun t _ => ?_⟩, by simp, by simp,
    fun t => hasDerivAt_const t ((3 : ℝ) / 4)⟩
  · exact Continuous.continuousOn (by fun_prop)
  · exact Continuous.continuousOn (by fun_prop)
  · refine ((h5 t).cos.ofReal_comp.fun_sub
      ((h5 t).sin.ofReal_comp.const_mul (4 / 5 * I))).congr_deriv ?_
    simp only [Complex.ofReal_mul, Complex.ofReal_neg, Complex.ofReal_ofNat]
    linear_combination (-16 / 5 * (Real.sin (5 * t) : ℂ)) * Complex.I_sq
  · refine ((h5 t).sin.ofReal_comp.const_mul (-(3 / 5) : ℂ)).congr_deriv ?_
    simp only [Complex.ofReal_mul, Complex.ofReal_ofNat]
    ring

end

end AdiabaticBound
```

```lean
#print axioms AdiabaticBound.adiabatic_frame
#print axioms AdiabaticBound.adiabatic_bound
#print axioms AdiabaticBound.slow_sweep_bound
```

```
'AdiabaticBound.adiabatic_frame' depends on axioms: [propext, Classical.choice, Quot.sound]
'AdiabaticBound.adiabatic_bound' depends on axioms: [propext, Classical.choice, Quot.sound]
'AdiabaticBound.slow_sweep_bound' depends on axioms: [propext, Classical.choice, Quot.sound]
```
